# No frequency of a stable response problem falls when A + B and A − B both increase

## From one excitation to several

With a single excitation and real orbitals, the RPA or adiabatic linear-response TDDFT frequency obeys $\omega^2=(a-b)(a+b)$. Here $a$ is the orbital gap plus an interaction term, and $b$ couples the excitation to the corresponding de-excitation. If $a-b$ and $a+b$ are positive and neither decreases, $\omega$ can't decrease. With several excitations $a$ and $b$ become matrices $A$ and $B$, the factors $A-B$ and $A+B$ need not commute, and I lose the argument. Even for $B=0$, where the product is $A^2$, raising $A$ as a quadratic form need not raise $A^2$ as one. Can some frequency in the middle of the spectrum then fall, although $A+B$ and $A-B$ have both gone up?

## Raising one factor at a time

No. The matrix product need not increase, but its ordered eigenvalues do not decrease. Write $K_i=A_i+B_i$ and $M_i=A_i-B_i$ for the two problems $i=1,2$, and $P\le Q$ when $Q-P$ is positive semidefinite (the Loewner order). Assume $K_1\le K_2$ and $M_1\le M_2$, with all four matrices real, symmetric and positive definite. A response problem is called stable here when its $K$ and $M$ are both positive definite; real frequencies alone would not be enough.

For either problem, with excitation amplitudes $X$ and de-excitation amplitudes $Y$, the response equations are $AX+BY=\omega X$ and $BX+AY=-\omega Y$. Their sum and difference give
$$K(X+Y)=\omega(X-Y),\qquad M(X-Y)=\omega(X+Y),$$
so $MK(X+Y)=\omega^2(X+Y)$. Let $N_\lambda(P)$ be the number of eigenvalues of $P$ that are at most $\lambda$, with multiplicity.

**Symmetric matrices.** Let $H_1\le H_2$. Take $x$ in the span of the eigenvectors of $H_2$ with eigenvalues at most $\lambda$, and suppose that its components along the corresponding low modes of $H_1$ all vanish. With $e_j$ the eigenvalues of $H_1$ and $y_j$ the components of $x$ along its modes,
$$0\le\sum_{e_j>\lambda}(e_j-\lambda)y_j^2=x^TH_1x-\lambda x^Tx\le x^TH_2x-\lambda x^Tx\le0.$$
Every $y_j$ is therefore zero, and $x=0$. The map from low modes of $H_2$ to low modes of $H_1$ is injective, so $N_\lambda(H_2)\le N_\lambda(H_1)$.

**Products.** Factor $K=R^TR$. Since $PQ$ and $QP$ have the same characteristic polynomial for square matrices, $MK=(MR^T)R$ has that of the symmetric matrix $RMR^T$. If $M_1\le M_2$, then $RM_1R^T\le RM_2R^T$, because
$$x^TR(M_2-M_1)R^Tx=(R^Tx)^T(M_2-M_1)(R^Tx)\ge0.$$
The count for $MK$ therefore can't rise when $M$ increases at fixed $K$. Exchanging factors where needed,
$$N_\lambda(M_2K_2)=N_\lambda(K_2M_2)\le N_\lambda(K_1M_2)=N_\lambda(M_2K_1)\le N_\lambda(M_1K_1).$$

**Frequencies.** Order them as $\omega_{i,0}\le\omega_{i,1}\le\dots$. If $\omega_{1,k}>\omega_{2,k}\ge0$, set $\lambda=\omega_{2,k}^2$. The second problem has at least $k+1$ eigenvalues up to $\lambda$, the first at most $k$, which contradicts the inequality of counts. Hence $\omega_{1,k}\le\omega_{2,k}$ for every $k$.

In direct RPA with real orbitals and positive orbital gaps, both held fixed, $A-B$ is the diagonal matrix of gaps, and a stronger Coulomb coupling adds a positive semidefinite matrix to $A+B$. In a finite basis, no frequency of that model falls as the coupling grows.

In the Lean file, `casida A B` is the unsymmetrised product $(A-B)(A+B)$; textbooks often give the name Casida to a symmetrised form. The finite type `n` labels the excitations, and `levelCount` counts real characteristic roots with algebraic multiplicity.

The main theorem, `casida_levelCount_mono`, says that at every real `lam` the first matrix has at least as many eigenvalues at most `lam` as the second. It asks for less than stability: `hK` makes $A_1+B_1$ positive semidefinite, `hM` does the same for $A_2-B_2$, and `hdK` and `hdM` state the two increases. Physically, semidefiniteness excludes directions of negative curvature in the corresponding quadratic form.

`frequencies_mono` takes two nondecreasing lists whose squares are all the eigenvalues, with `ω₂` nonnegative, and compares them place by place. When $A_i+B_i$ and $A_i-B_i$ are positive definite for both problems, the sorted positive square roots are such lists, since `casida_real` shows that all eigenvalues are real and `casida_pos` that they are positive.

The blocks are real, finite and independent of frequency. Passing from these eigenvalues to the excitation energies of an actual molecule is a physical approximation that the hypotheses don't address.

```lean
import Mathlib

open Matrix

namespace ResponseFrequencyMonotonicity

noncomputable section

variable {n : Type*} [Fintype n] [DecidableEq n]

/-- The Casida matrix `(A - B)(A + B)` of a response problem with blocks `A` and `B`. -/
def casida (A B : Matrix n n ℝ) : Matrix n n ℝ := (A - B) * (A + B)

/-- The number of real eigenvalues of `M` that are at most `lam`, counted with algebraic
multiplicity. -/
def levelCount (M : Matrix n n ℝ) (lam : ℝ) : ℕ :=
  M.charpoly.roots.countP (fun x => x ≤ lam)

omit [DecidableEq n] in
/-- If the amplitudes `X`, `Y` solve the response equations with frequency `ω`, then the Casida
matrix maps `X + Y` to `ω² (X + Y)`. -/
theorem casida_of_response {A B : Matrix n n ℝ} {X Y : n → ℝ} {ω : ℝ}
    (h1 : A *ᵥ X + B *ᵥ Y = ω • X) (h2 : B *ᵥ X + A *ᵥ Y = -(ω • Y)) :
    casida A B *ᵥ (X + Y) = ω ^ 2 • (X + Y) := by
  -- the sum and the difference of the two equations
  have s : (A + B) *ᵥ (X + Y) = ω • (X - Y) := by
    rw [Matrix.add_mulVec, Matrix.mulVec_add, Matrix.mulVec_add]
    linear_combination (norm := module) h1 + h2
  have d : (A - B) *ᵥ (X - Y) = ω • (X + Y) := by
    rw [Matrix.sub_mulVec, Matrix.mulVec_sub, Matrix.mulVec_sub]
    linear_combination (norm := module) h1 - h2
  rw [casida, ← Matrix.mulVec_mulVec, s, Matrix.mulVec_smul, d, smul_smul, pow_two]

/-- A real symmetric matrix is diagonalised by an orthogonal matrix of normal modes. -/
theorem exists_modes {H : Matrix n n ℝ} (hH : H.IsHermitian) :
    ∃ U : Matrix n n ℝ, Uᵀ * U = 1 ∧ H = U * diagonal hH.eigenvalues * Uᵀ := by
  let U : Matrix n n ℝ := Matrix.of fun i j => hH.eigenvectorBasis j i
  have hU : Uᵀ * U = 1 := by
    ext i j
    have h := orthonormal_iff_ite.mp hH.eigenvectorBasis.orthonormal i j
    rw [PiLp.inner_apply] at h
    rw [Matrix.one_apply, ← h, Matrix.mul_apply]
    exact Finset.sum_congr rfl fun k _ => by simp [U, mul_comm]
  have hHU : H * U = U * diagonal hH.eigenvalues := by
    ext i j
    have h := congrFun (hH.mulVec_eigenvectorBasis j) i
    rw [Matrix.mul_diagonal]
    exact h.trans (mul_comm (hH.eigenvalues j) (hH.eigenvectorBasis j i))
  refine ⟨U, hU, ?_⟩
  rw [← hHU, Matrix.mul_assoc, mul_eq_one_comm.1 hU, Matrix.mul_one]

/-- The characteristic roots of a real symmetric matrix are its eigenvalues, with multiplicity. -/
theorem roots_symmetric {H : Matrix n n ℝ} (hH : H.IsHermitian) :
    H.charpoly.roots = Finset.univ.val.map hH.eigenvalues := by
  obtain ⟨U, hU, hD⟩ := exists_modes hH
  have h1 : H.charpoly = (diagonal hH.eigenvalues).charpoly :=
    calc H.charpoly = (U * diagonal hH.eigenvalues * Uᵀ).charpoly := congrArg _ hD
      _ = (Uᵀ * (U * diagonal hH.eigenvalues)).charpoly := Matrix.charpoly_mul_comm _ _
      _ = _ := by rw [← Matrix.mul_assoc, hU, Matrix.one_mul]
  have h2 : (diagonal hH.eigenvalues).charmatrix =
      diagonal (fun i => Polynomial.X - Polynomial.C (hH.eigenvalues i)) := by
    refine Matrix.ext fun i j => ?_
    by_cases h : i = j
    · subst h
      simp
    · simp [h]
  rw [h1, Matrix.charpoly, h2, Matrix.det_diagonal]
  have h3 := Polynomial.roots_multiset_prod_X_sub_C (Finset.univ.val.map hH.eigenvalues)
  rw [Multiset.map_map] at h3
  exact h3

/-- Raising a real symmetric matrix in the Loewner order cannot increase the number of its
eigenvalues below or at a given level. -/
theorem levelCount_symmetric {H₁ H₂ : Matrix n n ℝ} (h₁ : H₁.IsHermitian)
    (h₂ : H₂.IsHermitian) (h : (H₂ - H₁).PosSemidef) (lam : ℝ) :
    levelCount H₂ lam ≤ levelCount H₁ lam := by
  have count : ∀ {H : Matrix n n ℝ} (hH : H.IsHermitian),
      levelCount H lam = Fintype.card {i // hH.eigenvalues i ≤ lam} := by
    intro H hH
    rw [levelCount, roots_symmetric hH, Multiset.countP_map, Fintype.card_subtype]
    rfl
  -- the quadratic form in normal coordinates
  have quad : ∀ (U : Matrix n n ℝ) (e x : n → ℝ),
      x ⬝ᵥ (U * diagonal e * Uᵀ) *ᵥ x = ∑ j, e j * (Uᵀ *ᵥ x) j ^ 2 := by
    intro U e x
    rw [← Matrix.mulVec_mulVec, ← Matrix.mulVec_mulVec, Matrix.dotProduct_mulVec,
      ← Matrix.mulVec_transpose]
    simp only [dotProduct, Matrix.mulVec_diagonal]
    exact Finset.sum_congr rfl fun j _ => by ring
  have norm : ∀ (U : Matrix n n ℝ) (x : n → ℝ), Uᵀ * U = 1 →
      x ⬝ᵥ x = ∑ j, (Uᵀ *ᵥ x) j ^ 2 := by
    intro U x hU
    have q := quad U (fun _ => 1) x
    simpa only [Matrix.diagonal_one, Matrix.mul_one, mul_eq_one_comm.1 hU,
      Matrix.one_mulVec, one_mul] using q
  obtain ⟨U₁, hU₁, hD₁⟩ := exists_modes h₁
  obtain ⟨U₂, hU₂, hD₂⟩ := exists_modes h₂
  -- low modes of `H₂`, resolved along the low modes of `H₁`
  let E : ({i // h₂.eigenvalues i ≤ lam} → ℝ) →ₗ[ℝ] (n → ℝ) :=
    { toFun := fun c i => if hi : h₂.eigenvalues i ≤ lam then c ⟨i, hi⟩ else 0
      map_add' := by
        intro c d
        ext i
        by_cases hi : h₂.eigenvalues i ≤ lam <;> simp [hi]
      map_smul' := by
        intro r c
        ext i
        by_cases hi : h₂.eigenvalues i ≤ lam <;> simp [hi] }
  let L := (LinearMap.funLeft ℝ ℝ (Subtype.val : {j // h₁.eigenvalues j ≤ lam} → n)) ∘ₗ
    (U₁ᵀ * U₂).mulVecLin ∘ₗ E
  have inj : Function.Injective L := by
    refine (injective_iff_map_eq_zero L).2 fun c hc => ?_
    obtain ⟨x, hx⟩ : ∃ x, x = U₂ *ᵥ E c := ⟨_, rfl⟩
    have hz : U₂ᵀ *ᵥ x = E c := by rw [hx, Matrix.mulVec_mulVec, hU₂, Matrix.one_mulVec]
    have hy : ∀ j, h₁.eigenvalues j ≤ lam → (U₁ᵀ *ᵥ x) j = 0 := by
      intro j hj
      rw [hx, Matrix.mulVec_mulVec]
      exact congrFun hc ⟨j, hj⟩
    have q₁ := (congrArg (fun M => x ⬝ᵥ M *ᵥ x) hD₁).trans (quad U₁ _ x)
    have q₂ := (congrArg (fun M => x ⬝ᵥ M *ᵥ x) hD₂).trans (quad U₂ _ x)
    have n₁ := norm U₁ x hU₁
    have n₂ := norm U₂ x hU₂
    rw [hz] at q₂ n₂
    have p := h.dotProduct_mulVec_nonneg x
    rw [star_trivial, Matrix.sub_mulVec, dotProduct_sub] at p
    have hle : ∑ j, (h₁.eigenvalues j - lam) * (U₁ᵀ *ᵥ x) j ^ 2 ≤
        ∑ i, (h₂.eigenvalues i - lam) * E c i ^ 2 := by
      simp only [sub_mul, Finset.sum_sub_distrib, ← Finset.mul_sum]
      rw [← n₁, ← n₂]
      linarith
    have hneg : ∑ i, (h₂.eigenvalues i - lam) * E c i ^ 2 ≤ 0 := by
      refine Finset.sum_nonpos fun i _ => ?_
      by_cases hi : h₂.eigenvalues i ≤ lam
      · nlinarith [sq_nonneg (E c i)]
      · have h0 : E c i = 0 := dif_neg hi
        simp [h0]
    have hpos : ∀ j ∈ Finset.univ, 0 ≤ (h₁.eigenvalues j - lam) * (U₁ᵀ *ᵥ x) j ^ 2 := by
      intro j _
      by_cases hj : h₁.eigenvalues j ≤ lam
      · simp [hy j hj]
      · exact mul_nonneg (by linarith [not_le.1 hj]) (sq_nonneg _)
    have hzero := (Finset.sum_eq_zero_iff_of_nonneg hpos).1
      (le_antisymm (hle.trans hneg) (Finset.sum_nonneg hpos))
    have hy0 : ∀ j, (U₁ᵀ *ᵥ x) j = 0 := by
      intro j
      by_cases hj : h₁.eigenvalues j ≤ lam
      · exact hy j hj
      · rcases mul_eq_zero.1 (hzero j (Finset.mem_univ j)) with h0 | h0
        · exact absurd (by linarith) hj
        · exact pow_eq_zero_iff (two_ne_zero) |>.1 h0
    have hs : ∑ i, E c i ^ 2 = 0 := by
      rw [← n₂, n₁]
      exact Finset.sum_eq_zero fun j _ => by rw [hy0 j]; norm_num
    ext i
    have h0 := (Finset.sum_eq_zero_iff_of_nonneg fun i _ => sq_nonneg (E c i)).1 hs
      i.1 (Finset.mem_univ _)
    have h1 : E c i.1 = c i := dif_pos i.2
    rw [← h1]
    exact pow_eq_zero_iff (two_ne_zero) |>.1 h0
  have hdim := LinearMap.finrank_le_finrank_of_injective inj
  rw [Module.finrank_fintype_fun_eq_card, Module.finrank_fintype_fun_eq_card] at hdim
  rw [count h₁, count h₂]
  exact hdim

/-- For positive semidefinite `K` there is one matrix `R` such that, for every symmetric `M`, the
matrix `R M Rᵀ` is symmetric and has the characteristic polynomial of `M K`. -/
theorem exists_symmetric_form {K : Matrix n n ℝ} (hK : K.PosSemidef) :
    ∃ R : Matrix n n ℝ, ∀ M : Matrix n n ℝ, M.IsHermitian →
      (R * M * Rᵀ).IsHermitian ∧ (M * K).charpoly = (R * M * Rᵀ).charpoly := by
  obtain ⟨R, hR⟩ : ∃ R : Matrix n n ℝ, K = Rᵀ * R := by
    obtain ⟨U, -, hD⟩ := exists_modes hK.isHermitian
    let D : Matrix n n ℝ := diagonal fun i => Real.sqrt (hK.isHermitian.eigenvalues i)
    have hDD : D * D = diagonal hK.isHermitian.eigenvalues := by
      rw [Matrix.diagonal_mul_diagonal]
      exact congrArg diagonal (funext fun i => Real.mul_self_sqrt (hK.eigenvalues_nonneg i))
    have hDt : Dᵀ = D := Matrix.diagonal_transpose _
    refine ⟨D * Uᵀ, hD.trans ?_⟩
    rw [← hDD, Matrix.transpose_mul, hDt, Matrix.transpose_transpose]
    simp only [Matrix.mul_assoc]
  refine ⟨R, fun M hM => ⟨?_, ?_⟩⟩
  · rw [Matrix.IsHermitian, Matrix.conjTranspose_eq_transpose_of_trivial] at hM ⊢
    rw [Matrix.transpose_mul, Matrix.transpose_mul, Matrix.transpose_transpose, hM,
      Matrix.mul_assoc]
  · rw [hR, ← Matrix.mul_assoc, Matrix.charpoly_mul_comm, ← Matrix.mul_assoc]

/-- If `A - B` is symmetric and `A + B` positive semidefinite, all eigenvalues of the Casida
matrix are real: its real eigenvalues, with multiplicity, exhaust the dimension. -/
theorem casida_real {A B : Matrix n n ℝ} (hM : (A - B).IsHermitian)
    (hK : (A + B).PosSemidef) : (casida A B).charpoly.roots.card = Fintype.card n := by
  obtain ⟨R, hR⟩ := exists_symmetric_form hK
  rw [casida, (hR _ hM).2, roots_symmetric (hR _ hM).1, Multiset.card_map]
  rfl

/-- If `A - B` and `A + B` are positive definite, every real eigenvalue of the Casida matrix is
positive. -/
theorem casida_pos {A B : Matrix n n ℝ} (hM : (A - B).PosDef) (hK : (A + B).PosDef)
    {w : ℝ} (hw : w ∈ (casida A B).charpoly.roots) : 0 < w := by
  have hr := (Polynomial.mem_roots (Matrix.charpoly_monic _).ne_zero).1 hw
  rw [Polynomial.IsRoot.def, Matrix.eval_charpoly] at hr
  obtain ⟨v, hv, h⟩ := Matrix.exists_mulVec_eq_zero_iff.2 hr
  rw [Matrix.sub_mulVec, sub_eq_zero] at h
  have hs : Matrix.scalar n w *ᵥ v = w • v := by
    ext i
    simp [Matrix.scalar_apply, Matrix.mulVec_diagonal]
  have he : (A - B) *ᵥ ((A + B) *ᵥ v) = w • v := by
    rw [Matrix.mulVec_mulVec]
    exact h.symm.trans hs
  have p := hK.dotProduct_mulVec_pos hv
  rw [star_trivial] at p
  have hu : (A + B) *ᵥ v ≠ 0 := by
    intro h0
    rw [h0, dotProduct_zero] at p
    exact lt_irrefl _ p
  -- compare the form of `A + B` at `v` with the form of `A - B` at `(A + B) v`
  have q := hM.dotProduct_mulVec_pos hu
  rw [star_trivial, he, dotProduct_smul, smul_eq_mul, dotProduct_comm] at q
  by_contra hn
  nlinarith [not_lt.1 hn]

/-- Let `A₁ + B₁` and `A₂ - B₂` be positive semidefinite, and let the sum and the difference of
the blocks both grow in the Loewner order from the first pair to the second. Then at every level
`lam` the first Casida matrix has at least as many eigenvalues at most `lam` as the second. -/
theorem casida_levelCount_mono {A₁ B₁ A₂ B₂ : Matrix n n ℝ}
    (hK : (A₁ + B₁).PosSemidef) (hM : (A₂ - B₂).PosSemidef)
    (hdK : ((A₂ + B₂) - (A₁ + B₁)).PosSemidef)
    (hdM : ((A₂ - B₂) - (A₁ - B₁)).PosSemidef) (lam : ℝ) :
    levelCount (casida A₂ B₂) lam ≤ levelCount (casida A₁ B₁) lam := by
  -- monotonicity in one factor, the other one being held fixed
  have step : ∀ {K M N : Matrix n n ℝ}, K.PosSemidef → M.IsHermitian → N.IsHermitian →
      (N - M).PosSemidef → levelCount (N * K) lam ≤ levelCount (M * K) lam := by
    intro K M N hK hM hN hd
    obtain ⟨R, hR⟩ := exists_symmetric_form hK
    have hp := hd.mul_mul_conjTranspose_same R
    rw [Matrix.conjTranspose_eq_transpose_of_trivial, Matrix.mul_sub, Matrix.sub_mul] at hp
    have hc := levelCount_symmetric (hR M hM).1 (hR N hN).1 hp lam
    unfold levelCount at hc ⊢
    rwa [(hR M hM).2, (hR N hN).2]
  have hM₁ := hM.isHermitian.sub hdM.isHermitian
  rw [sub_sub_cancel] at hM₁
  have hK₂ := hK.isHermitian.add hdK.isHermitian
  rw [add_sub_cancel] at hK₂
  have s₁ := step hK hM₁ hM.isHermitian hdM
  have s₂ := step hM hK.isHermitian hK₂ hdK
  unfold levelCount casida at *
  rw [Matrix.charpoly_mul_comm (A₂ + B₂), Matrix.charpoly_mul_comm (A₁ + B₁)] at s₂
  exact s₂.trans s₁

/-- Let `A₁ + B₁` and `A₂ - B₂` be positive semidefinite, and let the sum and the difference of the
blocks both grow in the Loewner order from the first pair to the second. Let `ω₁` and `ω₂` be
nondecreasing lists whose squares are the eigenvalues of the two Casida matrices, with `ω₂`
nonnegative. Then each frequency of the first list is at most the frequency at the same place in the
second. -/
theorem frequencies_mono {A₁ B₁ A₂ B₂ : Matrix n n ℝ}
    (hK : (A₁ + B₁).PosSemidef) (hM : (A₂ - B₂).PosSemidef)
    (hdK : ((A₂ + B₂) - (A₁ + B₁)).PosSemidef)
    (hdM : ((A₂ - B₂) - (A₁ - B₁)).PosSemidef)
    {N : ℕ} {ω₁ ω₂ : Fin N → ℝ} (m₁ : Monotone ω₁) (m₂ : Monotone ω₂) (p₂ : ∀ k, 0 ≤ ω₂ k)
    (r₁ : (casida A₁ B₁).charpoly.roots = Finset.univ.val.map (fun k => ω₁ k ^ 2))
    (r₂ : (casida A₂ B₂).charpoly.roots = Finset.univ.val.map (fun k => ω₂ k ^ 2))
    (k : Fin N) : ω₁ k ≤ ω₂ k := by
  by_contra hlt
  have hlt' := not_le.1 hlt
  have h := casida_levelCount_mono hK hM hdK hdM (ω₂ k ^ 2)
  unfold levelCount at h
  rw [r₁, r₂, Multiset.countP_map, Multiset.countP_map] at h
  have h' : (Finset.univ.filter fun i => ω₂ i ^ 2 ≤ ω₂ k ^ 2).card ≤
      (Finset.univ.filter fun i => ω₁ i ^ 2 ≤ ω₂ k ^ 2).card := h
  -- at least `k + 1` levels on the left, at most `k` on the right
  have a : (Finset.Iic k).card ≤ (Finset.univ.filter fun i => ω₂ i ^ 2 ≤ ω₂ k ^ 2).card := by
    refine Finset.card_le_card fun i hi => ?_
    have hik := m₂ (Finset.mem_Iic.1 hi)
    exact Finset.mem_filter.2 ⟨Finset.mem_univ _, by nlinarith [p₂ i, p₂ k]⟩
  have b : (Finset.univ.filter fun i => ω₁ i ^ 2 ≤ ω₂ k ^ 2).card ≤ (Finset.Iio k).card := by
    refine Finset.card_le_card fun i hi => ?_
    have hsq := (Finset.mem_filter.1 hi).2
    refine Finset.mem_Iio.2 (lt_of_not_ge fun hki => ?_)
    have hik := m₁ hki
    nlinarith [p₂ k]
  rw [Fin.card_Iic] at a
  rw [Fin.card_Iio] at b
  omega

end

end ResponseFrequencyMonotonicity
```

```lean
#print axioms ResponseFrequencyMonotonicity.casida_of_response
-- 'ResponseFrequencyMonotonicity.casida_of_response' depends on axioms: [propext, Classical.choice, Quot.sound]
#print axioms ResponseFrequencyMonotonicity.casida_real
-- 'ResponseFrequencyMonotonicity.casida_real' depends on axioms: [propext, Classical.choice, Quot.sound]
#print axioms ResponseFrequencyMonotonicity.casida_pos
-- 'ResponseFrequencyMonotonicity.casida_pos' depends on axioms: [propext, Classical.choice, Quot.sound]
#print axioms ResponseFrequencyMonotonicity.frequencies_mono
-- 'ResponseFrequencyMonotonicity.frequencies_mono' depends on axioms: [propext, Classical.choice, Quot.sound]
```

`casida_of_response` adds and subtracts the response equations. `exists_modes` supplies the orthogonal diagonalisation, and `roots_symmetric` identifies characteristic roots with eigenvalues.

In `levelCount_symmetric`, `E` embeds the low-mode coefficients of `H₂`, and `L` resolves the resulting vector along the low modes of `H₁`. The steps `hle`, `hneg` and `hpos` are the chain of inequalities above; `inj` concludes that `L` is injective, and comparing dimensions gives the count.

`exists_symmetric_form` builds $R$ from the square roots of the eigenvalues of $K$ and uses `Matrix.charpoly_mul_comm` to exchange factors. `casida_real` follows from this form. For an eigenvector $v$ with eigenvalue $w$, `casida_pos` sets $u=(A+B)v$ and compares $u^T(A-B)u=w\,v^T(A+B)v$, where both quadratic forms are positive.

In the main proof, `step` raises one factor; `s₁` applies it to the difference and `s₂` to the sum. `frequencies_mono` bounds the two counts by $k+1$ and $k$, and `omega` closes the contradiction.

The same argument applies to coupled oscillators with $\mathcal Kx=\omega^2\mathcal Mx$, where $\mathcal K$ is the stiffness matrix and $\mathcal M$ the mass matrix, both positive definite. With $\mathcal M^{-1}$ in place of $A-B$ and $\mathcal K$ in place of $A+B$, greater stiffness lowers no frequency, and greater mass raises none, because inversion reverses the Loewner order.
